# Constant principal Cauchy stresses on a box have a work potential exactly when they are equal

A crystal cell is to be relaxed under an applied load. Its edges stay at right angles, and only their lengths change. If the load is a pressure $p$, the quantity to minimise is the internal energy plus $p$ times the volume. Suppose now that the load is a tension of one size along the first axis and of another size along the second, each held at a fixed force per unit of current area. Is there again a function of the edge lengths that can be added to the internal energy, so that the loaded cell relaxes by minimisation?

Take a rectangle with side lengths $a, b > 0$. A principal Cauchy stress is force divided by the current size of the face on which it acts. In two dimensions the face normal to the side $a$ has length $b$, so a stress $s_1$ along $a$ exerts the force $s_1 b$, and a stress $s_2$ along $b$ exerts the force $s_2 a$. Positive values are tensions, and a pressure $p$ is $s_1 = s_2 = -p$. Both numbers stay constant while the cell changes shape. A work potential is a function $H(a,b)$ with

$$\frac{\partial H}{\partial a} = s_1 b, \qquad \frac{\partial H}{\partial b} = s_2 a \qquad \text{for all } a, b > 0 .$$

A differentiable work potential exists if and only if $s_1 = s_2$, that is, if and only if the stress is hydrostatic. The same holds for a rectangular box with any finite number of edges.

For variable-cell relaxation restricted to edge lengths at fixed right angles, this settles the question above, provided that the derivatives of the function to be minimised are required to be those of the internal energy minus the applied forces. Let $E$ be a differentiable internal energy, and suppose that some function $F$ had the derivatives $\partial E/\partial a - s_1 b$ and $\partial E/\partial b - s_2 a$. Then $E - F$ would be a work potential, which unequal stresses do not allow. A shape at which the internal and applied forces balance may still exist, but it cannot be characterised as a stationary point of such an $F$.

## Two routes between the same cells

Hold $b$ fixed and write $f(x) = H(x,b)$. Its derivative is the constant $c = s_1 b$. For $0 < x < y$ the mean value theorem gives a point between them at which $f'$ equals the slope $(f(y)-f(x))/(y-x)$. Since $f'$ is $c$ everywhere,

$$f(y) - f(x) = c\,(y-x).$$

Exchanging $x$ and $y$ changes the sign of both sides, so the formula holds in either order. The change of $H$ is force times elongation, and the same argument applies along $b$.

Now go from the cell $(1,1)$ to the cell $(2,2)$. Stretching $a$ first gives

$$H(2,2) - H(1,1) = s_1\cdot 1 + s_2 \cdot 2,$$

and stretching $b$ first gives

$$H(2,2) - H(1,1) = s_2\cdot 1 + s_1\cdot 2 .$$

Hence $s_1 + 2s_2 = s_2 + 2s_1$, and so $s_1 = s_2$. Only first derivatives entered.

The mismatch between routes is the work done in a closed cycle. Along $(a,b)\to(a',b)\to(a',b')\to(a,b')\to(a,b)$ the work is

$$s_1 b(a'-a) + s_2 a'(b'-b) + s_1 b'(a-a') + s_2 a(b-b').$$

The two $s_1$ terms combine to $-s_1(a'-a)(b'-b)$ and the two $s_2$ terms to $s_2(a'-a)(b'-b)$, so the total is

$$W = (s_2-s_1)(a'-a)(b'-b).$$

Conversely, let $s_1 = s_2 = s$. The function $H = s\,ab$ is differentiable and has the derivatives $sb$ and $sa$, as required. Every other potential differs from it by a constant, because force times elongation gives

$$H(a,1) - H(1,1) = s(a-1), \qquad H(a,b) - H(a,1) = s a(b-1),$$

and the sum is $H(a,b) = s\,ab + H(1,1) - s$.

## From the rectangle to a box

Let a box have edge lengths $L_i > 0$ and principal stresses $s_i$. The face normal to edge $i$ has area $A_i = \prod_{k\ne i} L_k$, and a work potential satisfies $\partial H/\partial L_i = s_i A_i$ for every $i$.

Suppose that such an $H$ exists, and choose two edges $i \neq j$. Set $L_i = a$, $L_j = b$ and all other edges to one. Then $A_i = b$ and $A_j = a$, so $H$, as a function of $a$ and $b$, is a work potential for a rectangle with stresses $s_i$ and $s_j$. Therefore $s_i = s_j$.

If all stresses equal $s$, take $H = sV$ with the volume $V = \prod_k L_k = L_i A_i$. Since $A_i$ does not contain $L_i$, the derivative along edge $i$ is $sA_i$. With a single edge the face area is the empty product, one, and the condition on the stresses is satisfied automatically.

The result depends on which quantity the load keeps constant. If the force on each face is fixed instead, as when the stress is referred to the face area of an undeformed cell, the rectangle feels constant forces $f_1$ and $f_2$. Then $H = f_1 a + f_2 b$ is a potential for any two values, and the restriction to hydrostatic load disappears. It comes from the growth of the Cauchy force with the transverse edge.

## The rectangle in Lean

```lean
import Mathlib

open Finset

namespace CauchyStressPotential

noncomputable section
```

The definition of a work potential transcribes the two derivative conditions.

```lean
/-- `H` is a work potential for a rectangle with sides `a`, `b` under constant principal
Cauchy stresses: its partial derivatives are the forces `s₁ b` and `s₂ a`. -/
def IsWorkPotential (s₁ s₂ : ℝ) (H : ℝ → ℝ → ℝ) : Prop :=
  ∀ a b, 0 < a → 0 < b →
    HasDerivAt (fun x => H x b) (s₁ * b) a ∧ HasDerivAt (fun y => H a y) (s₂ * a) b
```

`HasDerivAt f f' x` says that `f` is differentiable at `x` with derivative `f'`. In the first condition `b` is held fixed and `x` varies, and in the second `a` is held fixed and `y` varies. The function `H` takes all real arguments, but it is constrained only where both sides are positive. The stresses are plain real numbers, which expresses that they do not depend on the shape. Shear and changes of angle are absent from this description, and no internal energy appears in it.

```lean
/-- Work done on the rectangle when its sides run through the cycle
`(a, b) → (a', b) → (a', b') → (a, b') → (a, b)`. -/
def cycleWork (s₁ s₂ a a' b b' : ℝ) : ℝ :=
  (∫ _x in a..a', s₁ * b) + (∫ _y in b..b', s₂ * a') +
    (∫ _x in a'..a, s₁ * b') + (∫ _y in b'..b, s₂ * a)
```

The four integrals are the four legs of the cycle, each with its constant force. In the third and fourth the limits run backwards, which supplies the sign of a shrinking edge.

```lean
/-- The work over a rectangular cycle of cell shapes is the stress difference times the
two elongations. -/
theorem cycleWork_eq (s₁ s₂ a a' b b' : ℝ) :
    cycleWork s₁ s₂ a a' b b' = (s₂ - s₁) * (a' - a) * (b' - b) := by
  simp only [cycleWork, intervalIntegral.integral_const, smul_eq_mul]
  ring
```

The integral of a constant is the constant times the difference of the limits. After that rewriting, `ring` carries out the cancellation done by hand above. The identity holds for all real values of the lengths. It measures the obstruction, while the existence theorem uses the comparison of two routes directly.

```lean
/-- If the force along one side is a constant `c`, the potential changes by `c` times the
elongation. -/
theorem potential_change_of_constant_force {f : ℝ → ℝ} {c : ℝ}
    (hf : ∀ x, 0 < x → HasDerivAt f c x) {x y : ℝ} (hx : 0 < x) (hy : 0 < y) :
    f y - f x = c * (y - x) := by
  -- the mean value theorem on an interval of positive lengths
  have key : ∀ u v, 0 < u → u < v → f v - f u = c * (v - u) := by
    intro u v hu huv
    obtain ⟨z, _, hz⟩ := exists_hasDerivAt_eq_slope f (fun _ => c) huv
      (fun t ht => (hf t (hu.trans_le ht.1)).continuousAt.continuousWithinAt)
      (fun t ht => hf t (hu.trans ht.1))
    have hz' : c = (f v - f u) / (v - u) := hz
    rw [eq_div_iff (sub_ne_zero.mpr huv.ne')] at hz'
    exact hz'.symm
  rcases lt_trichotomy x y with h | h | h
  · exact key x y hx h
  · subst h
    ring
  · linear_combination -(key y x hy h)
```

This lemma is force times elongation. The inner statement `key` treats $u < v$: `exists_hasDerivAt_eq_slope` is the mean value theorem, and its last two arguments supply continuity on the closed interval and the derivative on the open one. Multiplying the slope equation by $v-u$ gives the claim. The three cases of `lt_trichotomy` then cover elongation, no change and contraction.

```lean
/-- If a work potential exists for the rectangle, the two principal stresses are equal. -/
theorem stress_eq_of_potential {s₁ s₂ : ℝ} {H : ℝ → ℝ → ℝ}
    (hH : IsWorkPotential s₁ s₂ H) : s₁ = s₂ := by
  have stretchA : ∀ b, 0 < b → H 2 b - H 1 b = s₁ * b * (2 - 1) := fun b hb =>
    potential_change_of_constant_force (f := fun x => H x b)
      (fun x hx => (hH x b hx hb).1) one_pos two_pos
  have stretchB : ∀ a, 0 < a → H a 2 - H a 1 = s₂ * a * (2 - 1) := fun a ha =>
    potential_change_of_constant_force (f := fun y => H a y)
      (fun y hy => (hH a y ha hy).2) one_pos two_pos
  -- compare the two routes from the cell (1, 1) to the cell (2, 2)
  linarith [stretchA 1 one_pos, stretchA 2 two_pos, stretchB 1 one_pos, stretchB 2 two_pos]
```

Here `stretchA` is the change of $H$ when $a$ goes from 1 to 2 at fixed $b$, and `stretchB` is the corresponding change along the other side. Each is used at transverse lengths 1 and 2, which gives the four legs of the two routes. `linarith` eliminates the values of $H$ and leaves $s_1 = s_2$.

The hypothesis consists of the two partial derivatives alone. Joint differentiability in $(a,b)$ need not be assumed in this direction. It would follow anyway, because the prescribed partial derivatives are continuous.

```lean
/-- Constant principal Cauchy stresses on a rectangle have a differentiable work potential
if and only if the stress is hydrostatic. -/
theorem exists_potential_iff_hydrostatic (s₁ s₂ : ℝ) :
    (∃ H : ℝ → ℝ → ℝ,
      (∀ a b, 0 < a → 0 < b → DifferentiableAt ℝ (fun p : ℝ × ℝ => H p.1 p.2) (a, b)) ∧
      IsWorkPotential s₁ s₂ H) ↔ s₁ = s₂ := by
  constructor
  · rintro ⟨H, _, hH⟩
    exact stress_eq_of_potential hH
  · rintro rfl
    -- stress times area is a potential
    refine ⟨fun a b => s₁ * (a * b), fun a b _ _ => by fun_prop, fun a b _ _ => ⟨?_, ?_⟩⟩
    · exact (((hasDerivAt_id' a).mul_const b).const_mul s₁).congr_deriv (by ring)
    · exact (((hasDerivAt_id' b).const_mul a).const_mul s₁).congr_deriv (by ring)
```

In words: there is a function `H`, differentiable as a function of the pair $(a,b)$ at every pair of positive lengths and with the prescribed partial derivatives, if and only if the two stresses are equal. The forward direction discards the differentiability and applies the preceding lemma. For the converse the proof supplies stress times area. `fun_prop` establishes its differentiability, and the two last lines compute its partial derivatives by the rules for constant factors.

```lean
/-- Under hydrostatic stress `s`, every work potential of the rectangle is `s` times the
area, up to an additive constant. -/
theorem hydrostatic_potential_eq {s : ℝ} {H : ℝ → ℝ → ℝ} (hH : IsWorkPotential s s H)
    {a b : ℝ} (ha : 0 < a) (hb : 0 < b) : H a b = s * (a * b) + (H 1 1 - s) := by
  have h₁ : H a 1 - H 1 1 = s * 1 * (a - 1) :=
    potential_change_of_constant_force (f := fun x => H x 1)
      (fun x hx => (hH x 1 hx one_pos).1) one_pos ha
  have h₂ : H a b - H a 1 = s * a * (b - 1) :=
    potential_change_of_constant_force (f := fun y => H a y)
      (fun y hy => (hH a y ha hy).2) one_pos hb
  linear_combination h₁ + h₂
```

The steps `h₁` and `h₂` follow the path $(1,1)\to(a,1)\to(a,b)$, and their sum is the formula derived above. A hydrostatic load therefore fixes its potential at positive side lengths up to the additive constant `H 1 1 - s`.

## The box in Lean

The edges are now labelled by a finite type `ι`. For an ordinary orthorhombic cell it has three elements, and a box is a function `L : ι → ℝ` that gives each edge its length.

```lean
variable {ι : Type*} [Fintype ι] [DecidableEq ι]

/-- Area of the face normal to edge `i` of a box: the product of the other edge lengths. -/
def faceArea (L : ι → ℝ) (i : ι) : ℝ := ∏ k ∈ univ \ {i}, L k
```

The product runs over all labels except `i`, so `faceArea L i` is $A_i$.

```lean
/-- `H` is a work potential for a box with edges `L` under constant principal Cauchy
stresses `s`: its derivative along edge `i` is `s i` times the face area. -/
def IsBoxPotential (s : ι → ℝ) (H : (ι → ℝ) → ℝ) : Prop :=
  ∀ L : ι → ℝ, (∀ i, 0 < L i) → ∀ i,
    HasDerivAt (fun x => H (Function.update L i x)) (s i * faceArea L i) (L i)
```

`Function.update L i x` is the box `L` with the length of edge `i` replaced by `x`. Differentiating with respect to `x` at the value `L i` is thus the partial derivative along edge `i`. The condition is imposed at every box with positive edges.

```lean
/-- In a box with edges `a` and `b` along `i` and `j` and all others of length one, the derivative
of a work potential along `j` is `s j` times `a`. -/
theorem box_force {s : ι → ℝ} {H : (ι → ℝ) → ℝ} (hH : IsBoxPotential s H) {i j : ι}
    (hij : i ≠ j) {a b : ℝ} (ha : 0 < a) (hb : 0 < b) :
    HasDerivAt (fun y => H (Function.update (Function.update (fun _ => 1) i a) j y))
      (s j * a) b := by
  have hpos : ∀ k, 0 < Function.update (Function.update (fun _ : ι => (1 : ℝ)) i a) j b k := by
    intro k
    simp only [Function.update_apply]
    split_ifs <;> first | assumption | exact one_pos
  -- only edge i contributes a factor different from one to the face
  have hface : faceArea (Function.update (Function.update (fun _ : ι => (1 : ℝ)) i a) j b) j
      = a := by
    rw [faceArea, Finset.prod_eq_single i]
    · simp [hij]
    · intro k hk hki
      have hkj : k ≠ j := by simpa using hk
      simp [hkj, hki]
    · intro h
      exact absurd (by simp [hij]) h
  have h := hH _ hpos j
  rw [hface] at h
  simpa only [Function.update_idem, Function.update_self] using h
```

This lemma performs half of the reduction to the rectangle. It starts from the box with all edges one, sets edge `i` to `a`, and lets edge `j` vary around `b`. `hpos` checks that the box has positive edges. `hface` evaluates the face normal to `j`: among the remaining edges only `i` can differ from one, so the product is `a`. Inserting this in the definition of a box potential gives the force `s j * a`.

```lean
/-- In any finite dimension, constant principal Cauchy stresses on a box have a
differentiable work potential if and only if all principal stresses are equal. -/
theorem exists_box_potential_iff_hydrostatic (s : ι → ℝ) :
    (∃ H : (ι → ℝ) → ℝ, (∀ L : ι → ℝ, (∀ i, 0 < L i) → DifferentiableAt ℝ H L) ∧
      IsBoxPotential s H) ↔ ∀ i j, s i = s j := by
  constructor
  · rintro ⟨H, _, hH⟩ i j
    by_cases hij : i = j
    · rw [hij]
    -- vary two edges only and use the result for the rectangle
    refine stress_eq_of_potential
      (H := fun a b => H (Function.update (Function.update (fun _ => 1) i a) j b))
      (fun a b ha hb => ⟨?_, box_force hH hij ha hb⟩)
    have e : ∀ x, Function.update (Function.update (fun _ : ι => (1 : ℝ)) j b) i x
        = Function.update (Function.update (fun _ : ι => (1 : ℝ)) i x) j b := by
      intro x
      funext k
      by_cases hi : k = i
      · simp [hi, hij]
      · simp [Function.update_apply, hi]
    have h := box_force hH (Ne.symm hij) hb ha
    simpa only [e] using h
  · intro hs
    rcases isEmpty_or_nonempty ι with hι | ⟨⟨i₀⟩⟩
    · exact ⟨fun _ => 0, fun L _ => differentiableAt_const _, fun L _ i => hι.elim i⟩
    -- the common stress times the volume is a potential
    refine ⟨fun L => s i₀ * ∏ k, L k, fun L _ => ?_, fun L _ i => ?_⟩
    · fun_prop
    · simp only [Finset.prod_update_of_mem (Finset.mem_univ i)]
      rw [hs i i₀]
      exact (((hasDerivAt_id' (L i)).mul_const (faceArea L i)).const_mul (s i₀)).congr_deriv
        (by ring)

end

end CauchyStressPotential
```

The theorem states that a differentiable box potential exists if and only if `s i = s j` for every pair of labels. In the forward direction equal labels are trivial. For distinct ones, `stress_eq_of_potential` is applied to $H$ with only edges `i` and `j` varied. Its derivative along `j` comes from `box_force`, and the one along `i` from the same lemma with the labels exchanged. The auxiliary identity `e` says that the order in which two different edges are set does not matter.

For the converse, a box without edges is served by a constant function. Otherwise the proof picks a label `i₀` and uses `s i₀` times the volume. `Finset.prod_update_of_mem` splits the volume into the varied edge times the product of the others, which is the identity $V = L_iA_i$, and the derivative follows as in the rectangle.

```lean
#print axioms CauchyStressPotential.cycleWork_eq
#print axioms CauchyStressPotential.exists_potential_iff_hydrostatic
#print axioms CauchyStressPotential.hydrostatic_potential_eq
#print axioms CauchyStressPotential.exists_box_potential_iff_hydrostatic
```

```
'CauchyStressPotential.cycleWork_eq' depends on axioms: [propext, Classical.choice, Quot.sound]
'CauchyStressPotential.exists_potential_iff_hydrostatic' depends on axioms: [propext, Classical.choice, Quot.sound]
'CauchyStressPotential.hydrostatic_potential_eq' depends on axioms: [propext, Classical.choice, Quot.sound]
'CauchyStressPotential.exists_box_potential_iff_hydrostatic' depends on axioms: [propext, Classical.choice, Quot.sound]
```
